# An exponential charge density has third Zemach moment 35√3/16 times its cubed rms radius

Let a spherical charge distribution of unit total charge have radial weight \(w(r)=4\pi r^2\rho(r)\), where \(\rho\) is its density. For the exponential density, with inverse length \(L>0\),

\[
w(r)=\tfrac12 L^3r^2e^{-Lr}.
\]

Its rms radius \(R\) is given by \(R^2=\int_0^\infty w(r)\,r^2\,dr\). Its third Zemach moment \(Z\) is the mean cubed distance between two points drawn independently from the distribution. With \(x\) the cosine of the angle between points at radii \(r\) and \(s\),

\[
M(r,s)=\tfrac12\int_{-1}^{1}(r^2+s^2-2rsx)^{3/2}dx,\qquad
Z=\int_0^\infty\!\!\int_0^\infty w(r)w(s)M(r,s)\,ds\,dr .
\]

I get \(Z=315/(2L^3)=\frac{35\sqrt3}{16}R^3\). Can this be derived step by step and proved in Lean, starting from the integrals themselves?

## The angle first, then the two radii

Yes, and the values are right. For \(r,s>0\), an antiderivative of the integrand in \(x\) is \(-(r^2+s^2-2rsx)^{5/2}/(5rs)\). The bracket equals \((r-s)^2\) at \(x=1\) and \((r+s)^2\) at \(x=-1\), so

\[
M(r,s)=\frac{D}{10rs},\qquad D=(r+s)^5-|r-s|^5 .
\]

Hence \(w(r)w(s)M(r,s)=\frac{L^6}{40}\,re^{-Lr}\,se^{-Ls}\,D\). For \(s\le r\),

\[
D=10r^4s+20r^2s^3+2s^5,
\]

and for \(s>r\) one must subtract \(2(s-r)^5\) from this polynomial. Using \(\int_0^\infty u^ne^{-Lu}du=n!/L^{n+1}\), and substituting \(t=s-r\) in the correction,

\[
\int_0^\infty se^{-Ls}D\,ds=\frac{20r^4}{L^3}+\frac{480r^2}{L^5}+\frac{1440}{L^7}
-e^{-Lr}\Big(\frac{1440}{L^7}+\frac{240r}{L^6}\Big).
\]

Multiplying by \(re^{-Lr}\) and integrating over \(r\) gives terms with decay rates \(L\) and \(2L\):

\[
Z=\frac{L^6}{40}\cdot\frac{(2400+2880+1440)-(360+60)}{L^9}=\frac{315}{2L^3}.
\]

Finally \(R^2=\frac{L^3}{2}\cdot\frac{24}{L^5}=\frac{12}{L^2}\), so \(R=2\sqrt3/L\) and \(R^3=24\sqrt3/L^3\). The ratio is \(Z/R^3=\frac{315}{48\sqrt3}=\frac{35\sqrt3}{16}\).

The error to watch for is dropping the absolute value. The fifth power is odd, so \((r-s)^5\) has the wrong sign for \(s>r\); the correction disappears and the result becomes \(168/L^3\).

```lean
import Mathlib

open MeasureTheory Set

namespace ZemachFieldShift

noncomputable section

/-- The cubed distance between two points at radii `r` and `s`, averaged over the cosine `x`
of the angle between them. -/
def angularMean (r s : ℝ) : ℝ :=
  1 / 2 * ∫ x in (-1 : ℝ)..1, (r ^ 2 + s ^ 2 - 2 * r * s * x) ^ (3 / 2 : ℝ)

/-- The radial weight `L³ r² exp(-L r) / 2` of an exponential charge density. -/
def dipoleWeight (L r : ℝ) : ℝ := L ^ 3 * r ^ 2 * Real.exp (-(L * r)) / 2

/-- The square root of the integral of `w r * r ^ 2` over positive radii. For a nonnegative radial
weight `w` of unit total charge, with a convergent integral, this is the root-mean-square radius. -/
def rmsRadius (w : ℝ → ℝ) : ℝ := Real.sqrt (∫ r in Ioi (0 : ℝ), w r * r ^ 2)

/-- The double integral of `w r * w s * angularMean r s` over positive radii. For a nonnegative
radial weight `w` of unit total charge, with convergent integrals, this is the third Zemach moment:
the mean cubed distance between two points drawn independently from the distribution. -/
def zemachThird (w : ℝ → ℝ) : ℝ :=
  ∫ r in Ioi (0 : ℝ), ∫ s in Ioi (0 : ℝ), w r * w s * angularMean r s

/-- For a distance `a ≥ 0`, the power `5/2` of `a²` is `a⁵`. -/
lemma sq_rpow_five_halves {a : ℝ} (ha : 0 ≤ a) : (a ^ 2) ^ (5 / 2 : ℝ) = a ^ 5 := by
  rw [← Real.rpow_natCast a 2, ← Real.rpow_mul ha, ← Real.rpow_natCast a 5]
  norm_num

/-- The angular mean of the cubed distance between points at positive radii `r` and `s`,
in closed form. -/
theorem angularMean_eq {r s : ℝ} (hr : 0 < r) (hs : 0 < s) :
    angularMean r s = ((r + s) ^ 5 - |r - s| ^ 5) / (10 * r * s) := by
  -- an antiderivative in the cosine
  have hd : ∀ x ∈ uIcc (-1 : ℝ) 1,
      HasDerivAt (fun x : ℝ => -(r ^ 2 + s ^ 2 - 2 * r * s * x) ^ (5 / 2 : ℝ) / (5 * r * s))
        ((r ^ 2 + s ^ 2 - 2 * r * s * x) ^ (3 / 2 : ℝ)) x := by
    intro x _
    have h1 : HasDerivAt (fun x : ℝ => r ^ 2 + s ^ 2 - 2 * r * s * x) (-(2 * r * s)) x :=
      (((hasDerivAt_id' x).const_mul (2 * r * s)).const_sub (r ^ 2 + s ^ 2)).congr_deriv
        (by ring)
    have h2 := ((h1.rpow_const (p := 5 / 2) (Or.inr (by norm_num))).fun_neg).div_const
      (5 * r * s)
    refine h2.congr_deriv ?_
    rw [show (5 / 2 : ℝ) - 1 = 3 / 2 by norm_num]
    generalize (r ^ 2 + s ^ 2 - 2 * r * s * x) ^ (3 / 2 : ℝ) = y
    rw [div_eq_iff (by positivity)]
    ring
  have hc : Continuous (fun x : ℝ => (r ^ 2 + s ^ 2 - 2 * r * s * x) ^ (3 / 2 : ℝ)) :=
    Continuous.rpow_const (by fun_prop) (fun _ => Or.inr (by norm_num))
  have e1 : r ^ 2 + s ^ 2 - 2 * r * s * 1 = |r - s| ^ 2 := by rw [sq_abs]; ring
  have e2 : r ^ 2 + s ^ 2 - 2 * r * s * (-1) = (r + s) ^ 2 := by ring
  unfold angularMean
  rw [intervalIntegral.integral_eq_sub_of_hasDerivAt hd (hc.intervalIntegrable _ _), e1, e2,
    sq_rpow_five_halves (abs_nonneg (r - s)), sq_rpow_five_halves (add_pos hr hs).le]
  ring

/-- Two points on a thin shell of radius `R > 0` have mean cubed distance `16 R³ / 5`. -/
theorem angularMean_shell {R : ℝ} (hR : 0 < R) : angularMean R R = 16 / 5 * R ^ 3 := by
  rw [angularMean_eq hR hR, sub_self, abs_zero, div_eq_iff (by positivity)]
  ring

/-- The moments of an exponential with decay constant `L > 0`. -/
theorem integral_pow_exp {L : ℝ} (hL : 0 < L) (n : ℕ) :
    ∫ x in Ioi (0 : ℝ), x ^ n * Real.exp (-(L * x)) = n.factorial / L ^ (n + 1) := by
  have h := Real.integral_rpow_mul_exp_neg_mul_Ioi (a := (n : ℝ) + 1) (r := L)
    (by positivity) hL
  rw [Real.Gamma_nat_eq_factorial] at h
  simp only [add_sub_cancel_right, Real.rpow_natCast] at h
  rw [h, ← Nat.cast_succ, Real.rpow_natCast, one_div, inv_pow, div_eq_mul_inv, mul_comm]

/-- For `L > 0`, a polynomial of three terms times `exp(-L x)` is integrable over the positive
half-line, and its integral is the corresponding combination of exponential moments. -/
lemma trinomial {L : ℝ} (hL : 0 < L) (a b c : ℝ) (i j k : ℕ) :
    Integrable (fun x : ℝ => (a * x ^ i + b * x ^ j + c * x ^ k) * Real.exp (-(L * x)))
      (volume.restrict (Ioi 0)) ∧
    ∫ x in Ioi (0 : ℝ), (a * x ^ i + b * x ^ j + c * x ^ k) * Real.exp (-(L * x)) =
      a * (i.factorial / L ^ (i + 1)) + b * (j.factorial / L ^ (j + 1)) +
        c * (k.factorial / L ^ (k + 1)) := by
  have hi : ∀ n : ℕ, Integrable (fun x : ℝ => x ^ n * Real.exp (-(L * x)))
      (volume.restrict (Ioi 0)) := by
    intro n
    by_contra h
    have h0 : ∫ x in Ioi (0 : ℝ), x ^ n * Real.exp (-(L * x)) = 0 := integral_undef h
    rw [integral_pow_exp hL n] at h0
    have h1 : (n.factorial : ℝ) / L ^ (n + 1) ≠ 0 := by positivity
    exact h1 h0
  have e : (fun x : ℝ => (a * x ^ i + b * x ^ j + c * x ^ k) * Real.exp (-(L * x))) =
      fun x => a * (x ^ i * Real.exp (-(L * x))) + b * (x ^ j * Real.exp (-(L * x))) +
        c * (x ^ k * Real.exp (-(L * x))) := by
    funext x
    ring
  have hab : Integrable (fun x : ℝ => a * (x ^ i * Real.exp (-(L * x))) +
      b * (x ^ j * Real.exp (-(L * x)))) (volume.restrict (Ioi 0)) :=
    ((hi i).const_mul a).add ((hi j).const_mul b)
  rw [e]
  refine ⟨hab.add ((hi k).const_mul c), ?_⟩
  rw [integral_add hab ((hi k).const_mul c),
    integral_add ((hi i).const_mul a) ((hi j).const_mul b), integral_const_mul,
    integral_const_mul, integral_const_mul, integral_pow_exp hL, integral_pow_exp hL,
    integral_pow_exp hL]

/-- The integral over the second radius, for a fixed first radius `r > 0` and `L > 0`. -/
theorem integral_second_radius {L r : ℝ} (hL : 0 < L) (hr : 0 < r) :
    ∫ s in Ioi (0 : ℝ), s * Real.exp (-(L * s)) * ((r + s) ^ 5 - |r - s| ^ 5) =
      20 * r ^ 4 / L ^ 3 + 480 * r ^ 2 / L ^ 5 + 1440 / L ^ 7 -
        Real.exp (-(L * r)) * (1440 / L ^ 7 + 240 * r / L ^ 6) := by
  obtain ⟨hA, iA⟩ := trinomial hL (10 * r ^ 4) (20 * r ^ 2) 2 2 4 6
  obtain ⟨hB, iB⟩ := trinomial hL 1 r 0 6 5 0
  -- `-2 * exp(-L r) * g (s - r)` is the correction from the region `s > r`
  obtain ⟨g, hg⟩ : ∃ g : ℝ → ℝ, g = indicator (Ioi 0)
      (fun t => (1 * t ^ 6 + r * t ^ 5 + 0 * t ^ 0) * Real.exp (-(L * t))) := ⟨_, rfl⟩
  have gpos : ∀ t, 0 < t →
      g t = (1 * t ^ 6 + r * t ^ 5 + 0 * t ^ 0) * Real.exp (-(L * t)) := by
    intro t ht
    rw [hg]
    exact indicator_of_mem ht _
  have gneg : ∀ t, t ≤ 0 → g t = 0 := by
    intro t ht
    rw [hg, indicator_apply, if_neg (fun h : t ∈ Ioi (0 : ℝ) => not_lt_of_ge ht h)]
  have gint : Integrable g := by
    rw [hg]
    exact (integrable_indicator_iff measurableSet_Ioi).2 hB
  have hG : Integrable (fun s => g (s - r)) (volume.restrict (Ioi 0)) :=
    (gint.comp_sub_right r).integrableOn
  have hz : ∀ s, s ∉ Ioi (0 : ℝ) → g (s - r) = 0 := by
    intro s hs
    have h0 : s ≤ 0 := not_lt.1 hs
    exact gneg _ (by linarith)
  have iG : ∫ s in Ioi (0 : ℝ), g (s - r) = ∫ t, g t := by
    rw [setIntegral_eq_integral_of_forall_compl_eq_zero hz, integral_sub_right_eq_self g r]
  have key : ∀ s : ℝ, s * Real.exp (-(L * s)) * ((r + s) ^ 5 - |r - s| ^ 5) =
      (10 * r ^ 4 * s ^ 2 + 20 * r ^ 2 * s ^ 4 + 2 * s ^ 6) * Real.exp (-(L * s)) -
        2 * Real.exp (-(L * r)) * g (s - r) := by
    intro s
    by_cases h : r < s
    · have he : Real.exp (-(L * s)) = Real.exp (-(L * r)) * Real.exp (-(L * (s - r))) := by
        rw [← Real.exp_add]
        congr 1
        ring
      rw [gpos (s - r) (sub_pos.2 h), abs_of_neg (sub_neg.2 h), he]
      ring
    · rw [gneg (s - r) (by linarith), abs_of_nonneg (show 0 ≤ r - s by linarith)]
      ring
  simp_rw [key]
  rw [integral_sub hA (hG.const_mul _), integral_const_mul, iA, iG, hg,
    integral_indicator measurableSet_Ioi, iB]
  simp only [Nat.factorial]
  push_cast
  ring

/-- For `L > 0` the exponential radial weight carries unit total charge. -/
theorem dipoleWeight_normalised {L : ℝ} (hL : 0 < L) :
    ∫ r in Ioi (0 : ℝ), dipoleWeight L r = 1 := by
  have e : ∀ r, dipoleWeight L r = L ^ 3 / 2 * (r ^ 2 * Real.exp (-(L * r))) := by
    intro r
    unfold dipoleWeight
    ring
  simp_rw [e]
  rw [integral_const_mul, integral_pow_exp hL]
  simp only [Nat.factorial]
  push_cast
  field_simp

/-- For `L > 0` the exponential charge density has rms radius `2√3 / L`. -/
theorem rmsRadius_dipole {L : ℝ} (hL : 0 < L) :
    rmsRadius (dipoleWeight L) = 2 * Real.sqrt 3 / L := by
  have e : ∀ r, dipoleWeight L r * r ^ 2 = L ^ 3 / 2 * (r ^ 4 * Real.exp (-(L * r))) := by
    intro r
    unfold dipoleWeight
    ring
  have h3 : Real.sqrt 3 ^ 2 = 3 := Real.sq_sqrt (by norm_num)
  have h : L ^ 3 / 2 * (((4 : ℕ).factorial : ℝ) / L ^ (4 + 1)) =
      (2 * Real.sqrt 3 / L) ^ 2 := by
    rw [div_pow, mul_pow, h3]
    simp only [Nat.factorial]
    push_cast
    field_simp
    norm_num
  unfold rmsRadius
  simp_rw [e]
  rw [integral_const_mul, integral_pow_exp hL, h, Real.sqrt_sq (by positivity)]

/-- For `L > 0` the third Zemach moment of the exponential charge density is
`315 / (2 L³)`. -/
theorem zemachThird_dipole {L : ℝ} (hL : 0 < L) :
    zemachThird (dipoleWeight L) = 315 / (2 * L ^ 3) := by
  obtain ⟨hA, iA⟩ := trinomial hL (20 / L ^ 3) (480 / L ^ 5) (1440 / L ^ 7) 5 3 1
  obtain ⟨hB, iB⟩ := trinomial (show 0 < 2 * L by positivity)
    (1440 / L ^ 7) (240 / L ^ 6) 0 1 2 0
  have inner_eq : ∀ r ∈ Ioi (0 : ℝ),
      ∫ s in Ioi (0 : ℝ), dipoleWeight L r * dipoleWeight L s * angularMean r s =
      L ^ 6 / 40 * ((20 / L ^ 3 * r ^ 5 + 480 / L ^ 5 * r ^ 3 + 1440 / L ^ 7 * r ^ 1) *
        Real.exp (-(L * r))) -
      L ^ 6 / 40 * ((1440 / L ^ 7 * r ^ 1 + 240 / L ^ 6 * r ^ 2 + 0 * r ^ 0) *
        Real.exp (-(2 * L * r))) := by
    intro r hr
    have hr' : 0 < r := hr
    have e : ∫ s in Ioi (0 : ℝ), dipoleWeight L r * dipoleWeight L s * angularMean r s =
        ∫ s in Ioi (0 : ℝ), L ^ 6 / 40 * (r * Real.exp (-(L * r))) *
          (s * Real.exp (-(L * s)) * ((r + s) ^ 5 - |r - s| ^ 5)) := by
      refine setIntegral_congr_fun measurableSet_Ioi (fun s hs => ?_)
      have hs' : 0 < s := hs
      simp only [dipoleWeight, angularMean_eq hr' hs']
      generalize Real.exp (-(L * r)) = E
      generalize Real.exp (-(L * s)) = F
      generalize (r + s) ^ 5 - |r - s| ^ 5 = D
      field_simp
      ring
    have h2 : Real.exp (-(2 * L * r)) = Real.exp (-(L * r)) * Real.exp (-(L * r)) := by
      rw [← Real.exp_add]
      congr 1
      ring
    rw [e, integral_const_mul, integral_second_radius hL hr', h2]
    ring
  -- the remaining integral has decay rates `L` and `2 L`
  unfold zemachThird
  rw [setIntegral_congr_fun measurableSet_Ioi inner_eq,
    integral_sub (hA.const_mul _) (hB.const_mul _), integral_const_mul, integral_const_mul,
    iA, iB]
  simp only [Nat.factorial]
  push_cast
  field_simp
  ring

/-- For an exponential charge density with `L > 0`, the third Zemach moment is `35√3 / 16`
times the cube of the rms radius. -/
theorem zemachThird_eq_rmsRadius_cubed {L : ℝ} (hL : 0 < L) :
    zemachThird (dipoleWeight L) =
      35 * Real.sqrt 3 / 16 * rmsRadius (dipoleWeight L) ^ 3 := by
  have h3 : Real.sqrt 3 ^ 2 = 3 := Real.sq_sqrt (by norm_num)
  rw [zemachThird_dipole hL, rmsRadius_dipole hL]
  calc 315 / (2 * L ^ 3) = 35 / 2 * (Real.sqrt 3 ^ 2) ^ 2 / L ^ 3 := by rw [h3]; ring
    _ = 35 * Real.sqrt 3 / 16 * (2 * Real.sqrt 3 / L) ^ 3 := by ring

end

end ZemachFieldShift
```

```lean
#print axioms ZemachFieldShift.angularMean_shell
#print axioms ZemachFieldShift.dipoleWeight_normalised
#print axioms ZemachFieldShift.zemachThird_eq_rmsRadius_cubed
```

```
'ZemachFieldShift.angularMean_shell' depends on axioms: [propext, Classical.choice, Quot.sound]
'ZemachFieldShift.dipoleWeight_normalised' depends on axioms: [propext, Classical.choice, Quot.sound]
'ZemachFieldShift.zemachThird_eq_rmsRadius_cubed' depends on axioms: [propext, Classical.choice, Quot.sound]
```

## What the Lean statements say about the charge

`angularMean r s` is \(M(r,s)\), `dipoleWeight L` is the exponential weight (the name refers to the dipole form factor \((1+q^2/L^2)^{-2}\), the Fourier transform of this density at wave number \(q\), not to a dipole moment), and `rmsRadius` and `zemachThird` are the formulas above for \(R\) and \(Z\), written for any real function `w`. They have their physical meaning when `w` is nonnegative with unit total charge and the integrals converge; `dipoleWeight_normalised` proves unit charge for the exponential case. `Ioi 0` is the open half-line of positive radii.

`zemachThird_dipole` gives the value of \(Z\), and `zemachThird_eq_rmsRadius_cubed` gives the ratio, both for every \(L>0\). `angularMean_shell` is the case \(r=s\): two points on a thin shell have mean cubed distance \(16/5\) times the cubed shell radius.

The reduction from three-dimensional densities to radial weights is part of the definition, and no energy shift is derived. In the nonrelativistic treatment of the s states of hydrogen-like atoms, this moment enters the nuclear-size correction that follows the leading \(R^2\) term; the factor \(35\sqrt3/16\) is derived here for an exponential charge density and is not universal: for a thin shell it is \(16/5\).

## A shifted indicator replaces the split at s = r

`angularMean_eq` applies the fundamental theorem of calculus to the antiderivative above. `integral_pow_exp` obtains the factorial moments from Mathlib's Gamma integral, and `trinomial` combines three of them. It also proves integrability by contradiction: Lean assigns the value 0 to the integral of a non-integrable function, whereas these moments are nonzero.

The proof turns on `integral_second_radius`. There `g` is \((t^6+rt^5)e^{-Lt}\) for \(t>0\) and zero otherwise, written with `indicator`. The identity `key` then holds for every real \(s\): the integrand is the polynomial part minus \(2e^{-Lr}g(s-r)\). Since \(r>0\), \(g(s-r)\) vanishes for \(s\le0\), so its half-line integral equals its integral over the whole line. There `integral_sub_right_eq_self`, the translation invariance of the integral, removes the shift. This is the substitution \(t=s-r\), with no limits of integration to track.

`zemachThird_dipole` inserts this result for each \(r\) and uses `trinomial` twice, at rates `L` and `2 * L`. The last theorem combines that value with `rmsRadius_dipole` and \((\sqrt3)^2=3\).
